# Fibonacci-chain reflections: internal-space phases and their sinc window average

To list the diffraction peaks of a Fibonacci chain, a program can loop over integer pairs \((h,k)\) and give each one a wave number and an intensity from a closed formula, with no sum over atoms. The formula applies to an ideal one-dimensional chain of identical point scatterers in kinematic diffraction, provided that the internal coordinates of the sites fill their window uniformly. That uniform filling is assumed here; the theorems concern the phase of each site and the uniform average itself.

Let \(\tau=(1+\sqrt5)/2\) and \(\tau'=(1-\sqrt5)/2\). A site with integer labels \(m,n\) has a physical coordinate \(x\) and an internal coordinate \(y\), and a reflection has a physical wave number \(q\) and an internal one \(p\):

\[
x=m+n\tau,\quad y=m+n\tau',\quad q=\frac{2\pi(h+k\tau)}{\sqrt5},\quad p=-\frac{2\pi(h+k\tau')}{\sqrt5}.
\]

In Lean these are `position`, `internalPosition`, `waveNumber` and `internalWaveNumber`. Lengths are dimensionless, and the factor \(2\pi\) is included in the wave numbers. The function `windowAverage p a W` is the mean of \(e^{-ipv}\) over \(a\le v\le a+W\).

```lean
import Mathlib

open Complex (I)
open scoped Real Complex

namespace FibonacciDiffraction

noncomputable section

/-- The golden ratio `τ = (1 + √5)/2`. -/
def tau : ℝ := (1 + √5) / 2

/-- The algebraic conjugate `τ' = (1 - √5)/2` of the golden ratio. -/
def tauConj : ℝ := (1 - √5) / 2

/-- Physical coordinate `x = m + nτ` of the site with integer labels `m, n`. -/
def position (m n : ℤ) : ℝ := m + n * tau

/-- Internal coordinate `y = m + nτ'` of the same site. -/
def internalPosition (m n : ℤ) : ℝ := m + n * tauConj

/-- Physical wave number `q = 2π(h + kτ)/√5` of the reflection `(h, k)`. -/
def waveNumber (h k : ℤ) : ℝ := 2 * π * (h + k * tau) / √5

/-- Internal wave number `p = -2π(h + kτ')/√5` of the reflection `(h, k)`. -/
def internalWaveNumber (h k : ℤ) : ℝ := -(2 * π * (h + k * tauConj) / √5)

/-- Average of the phase factor `exp(-ipv)` over the window `a ≤ v ≤ a + W`,
for a window length `W > 0`. -/
def windowAverage (p a W : ℝ) : ℂ := (∫ v in a..(a + W), cexp (-I * p * v)) / W
```

## Integer labels: each site's phase can be read in internal space

The labels \(m,n\) say that the sites are projected from a lattice, and \(h,k\) label its reciprocal lattice. Both \(\tau\) and \(\tau'\) solve \(s^2=s+1\), so \(\tau^2-\tau'^2=\tau-\tau'=\sqrt5\). Expanding the products gives

\[
(h+k\tau)(m+n\tau)-(h+k\tau')(m+n\tau')=(hn+km+kn)\sqrt5 .
\]

Multiplying by \(2\pi/\sqrt5\) yields

\[
qx+py=2\pi N,\qquad N=hn+km+kn .
\]

Since \(N\) is an integer, \(e^{iqx}=e^{-ipy}e^{2\pi iN}=e^{-ipy}\).

Without integer labels the factor \(e^{2\pi iN}\) remains. For \(h=\tfrac12\), \(k=0\), \(m=0\), \(n=1\), it equals \(-1\), and the two phase factors differ in sign.

In the proof, `phase_sum` is the expansion, and `phase_factor_eq` supplies \(N\) as the integer by which the two exponents differ, in units of \(2\pi i\). The lemma `int_independent` is needed further on: if \(a+b\sqrt5=0\) with integers \(a,b\) and \(b\ne0\), then \(\sqrt5=-a/b\) would be rational; hence \(b=0\), and then \(a=0\).

```lean
lemma sqrt_five_ne_zero : √5 ≠ 0 := by positivity

/-- The numbers `1` and `√5` are linearly independent over the integers. -/
lemma int_independent (a b : ℤ) (hab : (a : ℝ) + b * √5 = 0) : a = 0 ∧ b = 0 := by
  have hirr : Irrational (√5) := by
    exact_mod_cast Nat.Prime.irrational_sqrt (show Nat.Prime 5 by norm_num)
  have hb : b = 0 := by
    by_contra hb
    have hb' : (b : ℝ) ≠ 0 := Int.cast_ne_zero.mpr hb
    apply hirr
    refine ⟨-(a : ℚ) / b, ?_⟩
    push_cast
    rw [div_eq_iff hb']
    linarith
  subst hb
  exact ⟨by simpa using hab, rfl⟩

/-- The physical and internal phases of a site add up to an integer multiple of `2π`. -/
theorem phase_sum (m n h k : ℤ) :
    waveNumber h k * position m n + internalWaveNumber h k * internalPosition m n
      = 2 * π * ((h * n + k * m + k * n : ℤ) : ℝ) := by
  have key : ((h : ℝ) + k * tau) * (m + n * tau) - (h + k * tauConj) * (m + n * tauConj)
      = ((h * n + k * m + k * n : ℤ) : ℝ) * √5 := by
    unfold tau tauConj
    push_cast
    ring
  calc _ = 2 * π * (((h : ℝ) + k * tau) * (m + n * tau)
        - (h + k * tauConj) * (m + n * tauConj)) / √5 := by
        unfold waveNumber internalWaveNumber position internalPosition
        ring
    _ = _ := by rw [key, ← mul_assoc, mul_div_cancel_right₀ _ sqrt_five_ne_zero]

/-- The scattering phase factor of a site can be computed from its internal coordinate:
`exp(iqx) = exp(-ipy)`. -/
theorem phase_factor_eq (m n h k : ℤ) :
    cexp (I * waveNumber h k * position m n)
      = cexp (-I * internalWaveNumber h k * internalPosition m n) := by
  rw [Complex.exp_eq_exp_iff_exists_int]
  refine ⟨h * n + k * m + k * n, ?_⟩
  have hc := congrArg Complex.ofReal (phase_sum m n h k)
  push_cast at hc ⊢
  linear_combination I * hc
```

## A uniform window of positive length: the average is a sinc

The window is the range of internal coordinates that selects which lattice points become atoms, and \(W>0\) is its length. With centre \(c=a+W/2\) and \(p\neq0\),

\[
\frac1W\int_a^{a+W}e^{-ipv}\,dv
=\frac{e^{-ip(a+W)}-e^{-ipa}}{-ipW}
=e^{-ipc}\,\frac{e^{-ipW/2}-e^{ipW/2}}{-ipW}
=e^{-ipc}\,\frac{2\sin(pW/2)}{pW}.
\]

For \(p=0\) the integrand is 1 and so is the mean. Both cases read \(e^{-ipc}\,\mathrm{sinc}(pW/2)\), where \(\mathrm{sinc}\,z=\sin z/z\) and \(\mathrm{sinc}\,0=1\). The prefactor has modulus 1, so moving the window changes only the phase of the amplitude.

At \(W=0\) there is no mean to take. With a non-uniform weight, the sinc gives way to the Fourier transform of that weight.

The proof of `windowAverage_eq` splits off \(p=0\), where `hW` permits the division by \(W\). For other \(p\) it integrates the exponential; `e1` and `e2` take out the phase at the centre, and `hs` turns the remaining difference into a sine. `norm_windowAverage` then takes the modulus.

```lean
/-- The window average is the phase factor at the centre of the window times
`sinc(pW/2)`. -/
theorem windowAverage_eq (p a : ℝ) {W : ℝ} (hW : 0 < W) :
    windowAverage p a W = cexp (-I * p * (a + W / 2)) * (Real.sinc (p * W / 2) : ℂ) := by
  by_cases hp : p = 0
  · subst hp
    simp [windowAverage, hW.ne']
  have hc : -I * (p : ℂ) ≠ 0 :=
    mul_ne_zero (neg_ne_zero.mpr Complex.I_ne_zero) (Complex.ofReal_ne_zero.mpr hp)
  have hx : p * W / 2 ≠ 0 := div_ne_zero (mul_ne_zero hp hW.ne') two_ne_zero
  have hs : ((Real.sin (p * W / 2) : ℝ) : ℂ)
      = (cexp (-(p * W / 2) * I) - cexp ((p * W / 2) * I)) * I / 2 := by
    push_cast
    rw [Complex.sin]
  -- both end-point phases are measured from the centre of the window
  have e1 : cexp (-I * p * (a + W))
      = cexp (-I * p * (a + W / 2)) * cexp (-(p * W / 2) * I) := by
    rw [← Complex.exp_add]
    congr 1
    ring
  have e2 : cexp (-I * p * a)
      = cexp (-I * p * (a + W / 2)) * cexp ((p * W / 2) * I) := by
    rw [← Complex.exp_add]
    congr 1
    ring
  have hinv : (-I * (p : ℂ))⁻¹ = I * (p : ℂ)⁻¹ := by
    rw [mul_inv, inv_neg, Complex.inv_I, neg_neg]
  unfold windowAverage
  rw [integral_exp_mul_complex hc, Real.sinc_of_ne_zero hx, Complex.ofReal_div, hs,
    Complex.ofReal_add, e1, e2, div_eq_mul_inv _ (-I * (p : ℂ)), hinv]
  push_cast
  ring

/-- The modulus of the window average is `|sinc(pW/2)|`, wherever the window lies. -/
theorem norm_windowAverage (p a : ℝ) {W : ℝ} (hW : 0 < W) :
    ‖windowAverage p a W‖ = |Real.sinc (p * W / 2)| := by
  have e : -I * (p : ℂ) * (a + W / 2) = ((-(p * (a + W / 2)) : ℝ) : ℂ) * I := by
    push_cast
    ring
  rw [windowAverage_eq p a hW, norm_mul, e, Complex.norm_exp_ofReal_mul_I, one_mul,
    Complex.norm_real, Real.norm_eq_abs]
```

In code, the intensity relative to the forward beam is \(\mathrm{sinc}^2(pW/2)\). NumPy defines `np.sinc(z)` as \(\sin(\pi z)/(\pi z)\), so this intensity is `np.sinc(p*W/(2*np.pi))**2`. For \(p\ne0\) it is at most \(4/(pW)^2\), so a cutoff \(|p|\le P\) with \(P>0\) omits only reflections with intensity below \(4/(PW)^2\). Together with a finite range of \(q\) it leaves a finite list of pairs: \(q+p=2\pi k\) bounds \(k\), and then \(q\) bounds \(h\).

## A reflection other than the forward beam: the quotient makes sense

The modulus can be written as \(|2\sin(pW/2)/(pW)|\) only if \(p\ne0\). The main theorem assumes instead that \((h,k)\neq(0,0)\), which excludes the forward beam and is easier to check. The two conditions are equivalent: \(p=0\) means \(h+k\tau'=0\), or, after doubling, \((2h+k)-k\sqrt5=0\), and independence of \(1\) and \(\sqrt5\) forces \(k=0\) and \(h=0\).

For the forward beam the average is 1, while Lean evaluates the quotient \(0/0\) as 0, so the stated equality would fail there. The sinc form remains valid.

`fibonacci_reflection` reads: for every reflection except \((0,0)\), every window position \(a\) and every \(W>0\), all sites satisfy \(e^{iqx}=e^{-ipy}\), and the window average has the stated modulus. Its proof uses `hhk` to obtain \(p\neq0\) and then replaces the sinc by the quotient.

```lean
/-- The internal wave number vanishes exactly for the forward beam `h = k = 0`. -/
theorem internalWaveNumber_eq_zero_iff (h k : ℤ) :
    internalWaveNumber h k = 0 ↔ h = 0 ∧ k = 0 := by
  constructor
  · intro hp
    have h0 : (h : ℝ) + k * tauConj = 0 := by
      by_contra hne
      exact neg_ne_zero.mpr (div_ne_zero (mul_ne_zero Real.two_pi_pos.ne' hne)
        sqrt_five_ne_zero) hp
    unfold tauConj at h0
    obtain ⟨h1, h2⟩ := int_independent (2 * h + k) (-k) (by
      push_cast
      linear_combination 2 * h0)
    omega
  · rintro ⟨rfl, rfl⟩
    simp [internalWaveNumber]

/-- For every reflection other than `(0, 0)`, each site scatters with the phase factor
`exp(-ipy)`, and the average of `exp(-ipv)` over a window of length `W` has modulus
`|2 sin(pW/2)/(pW)|`. -/
theorem fibonacci_reflection (h k : ℤ) (hhk : ¬(h = 0 ∧ k = 0)) (a : ℝ) {W : ℝ}
    (hW : 0 < W) :
    (∀ m n : ℤ, cexp (I * waveNumber h k * position m n)
      = cexp (-I * internalWaveNumber h k * internalPosition m n)) ∧
    ‖windowAverage (internalWaveNumber h k) a W‖
      = |2 * Real.sin (internalWaveNumber h k * W / 2) / (internalWaveNumber h k * W)| := by
  refine ⟨fun m n => phase_factor_eq m n h k, ?_⟩
  have hp : internalWaveNumber h k ≠ 0 :=
    fun h0 => hhk ((internalWaveNumber_eq_zero_iff h k).mp h0)
  rw [norm_windowAverage _ a hW,
    Real.sinc_of_ne_zero (div_ne_zero (mul_ne_zero hp hW.ne') two_ne_zero)]
  congr 1
  ring
```

Integer labels are also enough for a scaling rule. Since \(k+(h+k)\tau=h\tau+k\tau^2=\tau(h+k\tau)\), and likewise for \(\tau'\), passing from \((h,k)\) to \((k,h+k)\) multiplies \(q\) by \(\tau\) and \(p\) by \(\tau'\). As \(|\tau'|<1\), repeating the step at fixed \(W\) drives \(p\) to zero and the modulus towards 1. The Lean proof of `inflation` rests on the same two quadratic equations.

```lean
/-- Passing from the reflection `(h, k)` to `(k, h + k)` multiplies the physical wave
number by `τ` and the internal one by `τ'`. -/
theorem inflation (h k : ℤ) :
    waveNumber k (h + k) = tau * waveNumber h k ∧
    internalWaveNumber k (h + k) = tauConj * internalWaveNumber h k := by
  have h5 : √5 ^ 2 = 5 := Real.sq_sqrt (by norm_num)
  have ht : tau ^ 2 = tau + 1 := by
    unfold tau
    linear_combination (1 / 4) * h5
  have hu : tauConj ^ 2 = tauConj + 1 := by
    unfold tauConj
    linear_combination (1 / 4) * h5
  unfold waveNumber internalWaveNumber
  push_cast
  constructor
  · linear_combination (-(2 * π * k / √5)) * ht
  · linear_combination (2 * π * k / √5) * hu
```

## Window length \(\tau\): which reflections are extinct

The length \(W=\tau\) belongs to the chain with spacings 1 and \(\tau\). Using \(\tau\tau'=-1\),

\[
\frac{p\tau}{2}=\frac{\pi(k-h\tau)}{\sqrt5}.
\]

The sinc vanishes exactly when this equals \(j\pi\) for a nonzero integer \(j\). Then \(k-h\tau=j\sqrt5\), which doubles to \((2k-h)-(h+2j)\sqrt5=0\). Independence gives \(h=2k\) and \(j=-k\), so \(k\neq0\). Conversely, \(h=2k\) with \(k\ne0\) gives \(p\tau/2=-k\pi\), a zero of the sinc.

A different length can have different extinctions. For \(W=1\), the reflection \((-1,2)\) has \(p=2\pi\) and vanishes, while \((2,1)\) does not.

In `extinction_iff`, `hphase` is the displayed formula, `Real.sin_eq_zero_iff` supplies \(j\), and `int_independent` turns the resulting equation into conditions on the labels.

```lean
/-- For a window of length `τ` the average vanishes exactly at the reflections
`(h, k) = (2k, k)` with `k ≠ 0`. -/
theorem extinction_iff (h k : ℤ) (a : ℝ) :
    windowAverage (internalWaveNumber h k) a tau = 0 ↔ k ≠ 0 ∧ h = 2 * k := by
  have htau : 0 < tau := by unfold tau; positivity
  have h5 : √5 ^ 2 = 5 := Real.sq_sqrt (by norm_num)
  have hprod : tau * tauConj = -1 := by
    unfold tau tauConj
    linear_combination (-1 / 4) * h5
  have hphase : internalWaveNumber h k * tau / 2 = π * ((k - h * tau) / √5) := by
    unfold internalWaveNumber
    linear_combination (-(π * k / √5)) * hprod
  rw [← norm_eq_zero, norm_windowAverage _ a htau, abs_eq_zero]
  constructor
  · intro h0
    have hp : internalWaveNumber h k * tau / 2 ≠ 0 := by
      intro hz
      rw [hz, Real.sinc_zero] at h0
      exact one_ne_zero h0
    rw [Real.sinc_of_ne_zero hp, div_eq_zero_iff] at h0
    -- a zero of the sine forces an integer relation between 1 and √5
    obtain ⟨j, hj⟩ := Real.sin_eq_zero_iff.mp (h0.resolve_right hp)
    rw [hphase] at hj
    have h1 : (j : ℝ) = (k - h * tau) / √5 :=
      mul_left_cancel₀ Real.pi_ne_zero (by linear_combination hj)
    rw [eq_div_iff sqrt_five_ne_zero] at h1
    unfold tau at h1
    obtain ⟨h2, -⟩ := int_independent (2 * k - h) (-(h + 2 * j)) (by
      push_cast
      linear_combination (-2) * h1)
    refine ⟨fun hk => hp ?_, by omega⟩
    rw [(internalWaveNumber_eq_zero_iff h k).mpr ⟨by omega, hk⟩]
    simp
  · rintro ⟨hk, rfl⟩
    have e : internalWaveNumber (2 * k) k * tau / 2 = ((-k : ℤ) : ℝ) * π := by
      have hnum : (k : ℝ) - ((2 * k : ℤ) : ℝ) * tau = -(k : ℝ) * √5 := by
        unfold tau
        push_cast
        ring
      rw [hphase, hnum, mul_div_cancel_right₀ _ sqrt_five_ne_zero]
      push_cast
      ring
    rw [e, Real.sinc_of_ne_zero (mul_ne_zero
      (Int.cast_ne_zero.mpr (neg_ne_zero.mpr hk)) Real.pi_ne_zero),
      Real.sin_int_mul_pi, zero_div]

end

end FibonacciDiffraction
```

```lean
#print axioms FibonacciDiffraction.fibonacci_reflection
#print axioms FibonacciDiffraction.inflation
#print axioms FibonacciDiffraction.extinction_iff
```

```
'FibonacciDiffraction.fibonacci_reflection' depends on axioms: [propext, Classical.choice, Quot.sound]
'FibonacciDiffraction.inflation' depends on axioms: [propext, Classical.choice, Quot.sound]
'FibonacciDiffraction.extinction_iff' depends on axioms: [propext, Classical.choice, Quot.sound]
```
